# A half turn about the first Cartesian axis has 1 + tr R = 0 and 1 + 2R₁₁ − tr R = 4

The theorem concerns one real 3×3 matrix, R = diag(1, −1, −1), the half turn about the first Cartesian axis. It states that R is a proper rotation, meaning RᵀR = 1 and det R = 1, and that the pivot 1 + tr R is 0 while the first-axis pivot, 1 + 2R₁₁ − tr R, is 4. The attempt splits the claim into its four parts. It checks orthogonality entry by entry and the determinant by its explicit formula, then gives each pivot to `norm_num` with the definitions and the formula for the trace of a 3×3 matrix.

In Lean, a first try:

```lean
import Mathlib

open Matrix

namespace ShepperdPivot

noncomputable section

/-- The four pivots of a 3×3 matrix: `1 + tr R`, followed by `1 + 2 R_kk - tr R` for the
three Cartesian axes. -/
def pivot (R : Matrix (Fin 3) (Fin 3) ℝ) : Fin 4 → ℝ :=
  ![1 + R.trace, 1 + 2 * R 0 0 - R.trace, 1 + 2 * R 1 1 - R.trace, 1 + 2 * R 2 2 - R.trace]

/-- The half turn about the first Cartesian axis. -/
def halfTurn : Matrix (Fin 3) (Fin 3) ℝ := !![1, 0, 0; 0, -1, 0; 0, 0, -1]

/-- The half turn about the first axis is a proper rotation whose pivot `1 + tr R` vanishes,
while the pivot of the first axis equals 4. -/
theorem halfTurn_pivots :
    halfTurnᵀ * halfTurn = 1 ∧ halfTurn.det = 1 ∧
      pivot halfTurn 0 = 0 ∧ pivot halfTurn 1 = 4 := by
  refine ⟨?_, ?_, ?_, ?_⟩
  · ext i j
    fin_cases i <;> fin_cases j <;> simp [halfTurn, Matrix.mul_apply, Fin.sum_univ_three]
  · simp [halfTurn, Matrix.det_fin_three]
  · norm_num [halfTurn, pivot, Matrix.trace_fin_three]
  · norm_num [halfTurn, pivot, Matrix.trace_fin_three]

end

end ShepperdPivot
```

The error:

```
Main.lean:26:2: error: unsolved goals
case refine_3
⊢ 1 + vecCons (![1, 0, 0] 2) (fun i => vecCons (![0, -1, 0] 2) (fun i => ![0, 0, -1] 2) i) 2 = 0
Main.lean:27:2: error: unsolved goals
case refine_4
⊢ 3 - vecCons (![1, 0, 0] 2) (fun i => vecCons (![0, -1, 0] 2) (fun i => ![0, 0, -1] 2) i) 2 = 4
```

Cause. Both messages show a pivot goal in which one matrix entry has not been evaluated. The long `vecCons … 2` term is the last diagonal entry of `halfTurn`, which is −1. With that value the goals would read 1 + (−1) = 0 and 3 − (−1) = 4, so the statement is sound.

The entries at indices 0 and 1 were reduced by ordinary simp lemmas. Reading a vector literal at index 2 is the work of a simproc, a small program that `simp` runs by default but `norm_num` does not, even when given the same definitions. `norm_num` therefore did the arithmetic around the entry and stopped.

The diff replaces `norm_num` with `simp` in both places, so the entry becomes −1. In the first goal the terms then cancel and `simp` closes it. In the second, a sum of real numerals remains, which `simp` does not evaluate by itself, and the added `norm_num` finishes it.

The repair, with which the file compiles:

```diff
@@ -24,6 +24,7 @@
     fin_cases i <;> fin_cases j <;> simp [halfTurn, Matrix.mul_apply, Fin.sum_univ_three]
   · simp [halfTurn, Matrix.det_fin_three]
-  · norm_num [halfTurn, pivot, Matrix.trace_fin_three]
-  · norm_num [halfTurn, pivot, Matrix.trace_fin_three]
+  · simp [halfTurn, pivot, Matrix.trace_fin_three]
+  · simp [halfTurn, pivot, Matrix.trace_fin_three]
+    norm_num
 
 end
```
